# Projecting an idempotent density matrix onto a local basis: the squared Frobenius error lies between the total spillage and twice the total spillage

## Occupied states, local basis and spillage

Fix a finite orthonormal basis, for instance a finite set of plane waves. In it, let $D$ be the density matrix of the occupied states and $P$ the orthogonal projector onto the space spanned by a set of local orbitals. Both are complex square matrices with

$$D^\dagger=D,\quad D^2=D,\qquad P^\dagger=P,\quad P^2=P .$$

The number of occupied states is $n=\operatorname{rank}D$. The total spillage is

$$L=n-\operatorname{tr}(DP),$$

the squared norm of the part of each occupied state that lies outside the local space, summed over an orthonormal set of occupied states and not divided by $n$. Projection replaces $D$ by $PDP$. With $\|A\|^2=\sum_{ij}|A_{ij}|^2$, the squared Frobenius norm, the error is

$$E=\|D-PDP\|^2 .$$

The condition $D^2=D$ stands for integer occupations, as in a single Slater determinant at zero temperature. Each spin orbital counts once, so a closed-shell density matrix with eigenvalue 2 must be halved first.

## What spillage says about the density matrix

Spillage measures how well local orbitals represent a given set of occupied states. For a single determinant in a finite basis, the bounds below turn that number into a two-sided estimate of the error in the density matrix:

$$E=n-\operatorname{tr}(DPDP),\qquad L\le E\le 2L .$$

The left equality $E=L$ holds exactly when $DP=PD$, and $E=2L$ holds exactly when $L=0$.

## The statement in Lean

The main theorem is `spillage_bounds_densityError`. The index type `m` is any finite type, and `Matrix m m ℂ` holds both $D$ and $P$. The hypotheses `IsProjector D` and `IsProjector P` say that each matrix is Hermitian and idempotent; nothing is assumed about how their ranks compare. The definitions `spillage D P` and `densityError D P` are $L$ and $E$, and `frobSq` is the entrywise sum of squared moduli.

The number $n$ appears as `D.rank`, so it is not a separate parameter that could disagree with $D$. Traces are complex numbers in Lean, and the file takes their real parts. This loses nothing here, since $\operatorname{tr}(DP)$ and $\operatorname{tr}(DPDP)$ are real for Hermitian $D$ and $P$.

The theorem concerns $PDP$ as it stands, which is in general not idempotent and has trace $n-L$. It does not treat fractional occupations, a density matrix rebuilt from re-orthonormalised projected orbitals, or errors in the energy.

## The error formula and the two bounds

Each eigenvalue of $D$ is 0 or 1, so its trace counts the ones: $\operatorname{tr}D=n$. For any matrix, $\|A\|^2=\operatorname{tr}(A^\dagger A)$. Since $D-PDP$ is Hermitian,

$$E=\operatorname{tr}(D^2)-\operatorname{tr}(DPDP)-\operatorname{tr}(PDPD)+\operatorname{tr}(PDP\,PDP).$$

The first term is $n$. By cyclicity and $P^2=P$, each of the other three traces equals $\operatorname{tr}(DPDP)$. Hence $E=n-\operatorname{tr}(DPDP)$.

For the lower bound, take $X=PD-DPD=(1-D)PD$, the block of $P$ that couples occupied to empty states. Its adjoint is $DP-DPD$, and

$$\begin{aligned}\|X\|^2&=\operatorname{tr}\big[(DP-DPD)(PD-DPD)\big]\\&=\operatorname{tr}(DPD)-2\operatorname{tr}(DPDPD)+\operatorname{tr}(DPDPD)\\&=\operatorname{tr}(DP)-\operatorname{tr}(DPDP)=E-L .\end{aligned}$$

For the upper bound, take the Hermitian matrix $Y=D-DPD$:

$$\begin{aligned}\|Y\|^2&=\operatorname{tr}D-2\operatorname{tr}(DPD)+\operatorname{tr}(DPDPD)\\&=n-2\operatorname{tr}(DP)+\operatorname{tr}(DPDP)=2L-E .\end{aligned}$$

Both squared norms are non-negative, which gives $L\le E\le 2L$.

The adjoint in the lower bound matters. Because $D(1-D)=0$, the plain square $X^2$ vanishes, and writing $\operatorname{tr}(X^2)$ for the norm would give $E=L$ for every pair of projectors.

## When the bounds are attained

If $E=L$, then $X=0$, so $PD=DPD$. Taking adjoints gives $DP=DPD$, and therefore $DP=PD$. Conversely, if the projectors commute, then $DPD=PD^2=PD$ and $X=0$.

If $E=2L$, then $Y=0$, so $D=DPD$. Taking traces gives $n=\operatorname{tr}(DP)$, that is, $L=0$. Conversely, $L=0$ forces $0\le E\le 0$, so $E=2L$.

## One occupied state in a plane

Let the occupied state be the first basis vector, and let the single local orbital have real components $(c,s)$ with $c^2+s^2=1$. Then $\operatorname{tr}(DP)=c^2$ and $\operatorname{tr}(DPDP)=c^4$, so

$$L=1-c^2=s^2,\qquad E=1-c^4=s^2(2-s^2).$$

For $s\ne0$ the ratio $E/L=2-s^2$ approaches 2 as $s\to0$. No constant smaller than 2 can therefore serve in the upper bound.

## Evaluating both numbers from orbital overlaps

A plane-wave code need not build $D$ or $P$. The formulas below assume orbitals that are orthonormal in the plain inner product of the basis; the smooth orbitals of ultrasoft or PAW calculations are orthonormal only with an overlap operator, and that case is not treated here. Let the columns of $C$ be the $n$ occupied orbitals, with $C^\dagger C=1$ and $D=CC^\dagger$, and the columns of $\Phi$ the linearly independent local orbitals. With $S=\Phi^\dagger\Phi$ and $A=\Phi^\dagger C$, form the $n\times n$ matrix

$$M=A^\dagger S^{-1}A=C^\dagger PC .$$

Then $L=n-\operatorname{tr}M$ and $E=n-\|M\|^2$. The inverse overlap $S^{-1}$ is needed because local orbitals on different atoms are generally not orthogonal; whenever $S\ne1$, the matrix $\Phi\Phi^\dagger$ is not a projector, and the bounds do not apply to it.

## The Lean file

```lean
import Mathlib

open Matrix

namespace SpillageDensityError

noncomputable section

variable {m : Type*} [Fintype m]

/-- A Hermitian projector: a self-adjoint and idempotent matrix. -/
def IsProjector (D : Matrix m m ℂ) : Prop := Dᴴ = D ∧ D * D = D

/-- The squared Frobenius norm, the sum of the squared moduli of all entries. -/
def frobSq (A : Matrix m m ℂ) : ℝ := ∑ i, ∑ j, ‖A i j‖ ^ 2

/-- The total spillage `n - tr(DP)` of the occupied states `D` out of the local basis `P`,
where `n` is the rank of `D`. -/
def spillage (D P : Matrix m m ℂ) : ℝ := (D.rank : ℝ) - (D * P).trace.re

/-- The squared Frobenius error made when the density `D` is replaced by its
projection `PDP` onto the local basis. -/
def densityError (D P : Matrix m m ℂ) : ℝ := frobSq (D - P * D * P)

/-- The squared Frobenius norm of `A` is the trace of `AᴴA`. -/
theorem frobSq_eq_trace (A : Matrix m m ℂ) : frobSq A = (Aᴴ * A).trace.re := by
  rw [frobSq, Finset.sum_comm]
  simp only [Matrix.trace, Matrix.diag_apply, Matrix.mul_apply, Matrix.conjTranspose_apply,
    Complex.re_sum]
  refine Finset.sum_congr rfl fun j _ => Finset.sum_congr rfl fun i _ => ?_
  rw [← Complex.normSq_eq_norm_sq, Complex.normSq_apply]
  simp [Complex.mul_re]

/-- The squared Frobenius norm vanishes only for the zero matrix. -/
theorem frobSq_eq_zero (A : Matrix m m ℂ) : frobSq A = 0 ↔ A = 0 := by
  constructor
  · intro h
    unfold frobSq at h
    ext i j
    have h1 := (Finset.sum_eq_zero_iff_of_nonneg
      (fun i _ => Finset.sum_nonneg (fun j _ => sq_nonneg ‖A i j‖))).1 h i (Finset.mem_univ i)
    have h2 := (Finset.sum_eq_zero_iff_of_nonneg
      (fun j _ => sq_nonneg ‖A i j‖)).1 h1 j (Finset.mem_univ j)
    simpa using h2
  · rintro rfl
    simp [frobSq]

/-- The trace of an idempotent matrix is its rank. -/
theorem trace_eq_rank {D : Matrix m m ℂ} (hD : D * D = D) : D.trace = (D.rank : ℂ) := by
  classical
  have hp : LinearMap.IsProj (LinearMap.range D.mulVecLin) D.mulVecLin := by
    refine ⟨fun x => LinearMap.mem_range_self _ x, ?_⟩
    rintro _ ⟨y, rfl⟩
    simp [Matrix.mulVec_mulVec, hD]
  have ht : LinearMap.trace ℂ (m → ℂ) D.mulVecLin = D.trace := by
    rw [← Matrix.toLin'_apply', LinearMap.trace_eq_matrix_trace ℂ (Pi.basisFun ℂ m),
      LinearMap.toMatrix_eq_toMatrix', LinearMap.toMatrix'_toLin']
  exact ht.symm.trans hp.trace

/-- Under the trace, an idempotent `D` on both sides of an operator acts like a single `D`. -/
theorem trace_sandwich {D : Matrix m m ℂ} (hD : D * D = D) (X : Matrix m m ℂ) :
    (D * X * D).trace = (D * X).trace := by
  rw [Matrix.trace_mul_comm, ← Matrix.mul_assoc, hD]

/-- The squared error of the projected density is `n - tr(DPDP)`. -/
theorem densityError_eq {D P : Matrix m m ℂ} (hD : IsProjector D) (hP : IsProjector P) :
    densityError D P = (D.rank : ℝ) - (D * P * D * P).trace.re := by
  have hr : D.trace.re = (D.rank : ℝ) := by rw [trace_eq_rank hD.2]; simp
  have hs : (D - P * D * P)ᴴ = D - P * D * P := by
    simp only [Matrix.conjTranspose_sub, Matrix.conjTranspose_mul, hD.1, hP.1, Matrix.mul_assoc]
  -- expand the square, then use idempotency and cyclicity
  have e : (D - P * D * P) * (D - P * D * P)
      = D * D - D * P * D * P - P * (D * P * D) + P * (D * (P * P) * D * P) := by
    noncomm_ring
  have t1 : (P * (D * P * D)).trace = (D * P * D * P).trace := Matrix.trace_mul_comm _ _
  have t2 : (P * (D * P * D * P)).trace = (D * P * D * P).trace := by
    rw [Matrix.trace_mul_comm, Matrix.mul_assoc (D * P * D) P P, hP.2]
  rw [densityError, frobSq_eq_trace, hs, e, hD.2, hP.2, Matrix.trace_add, Matrix.trace_sub,
    Matrix.trace_sub, t1, t2, Complex.add_re, Complex.sub_re, Complex.sub_re, hr]
  ring

/-- The error exceeds the spillage by the squared norm of `PD - DPD`, the part of `P` that
couples occupied to empty states. -/
theorem densityError_sub_spillage {D P : Matrix m m ℂ} (hD : IsProjector D)
    (hP : IsProjector P) :
    densityError D P - spillage D P = frobSq (P * D - D * P * D) := by
  have hs : (P * D - D * P * D)ᴴ = D * P - D * P * D := by
    simp only [Matrix.conjTranspose_sub, Matrix.conjTranspose_mul, hD.1, hP.1, Matrix.mul_assoc]
  have e : (D * P - D * P * D) * (P * D - D * P * D)
      = D * (P * P) * D - D * P * D * P * D - D * P * D * P * D + D * P * (D * D) * P * D := by
    noncomm_ring
  have t : (D * P * D * P * D).trace = (D * P * D * P).trace := by
    simpa only [← Matrix.mul_assoc] using trace_sandwich hD.2 (P * D * P)
  rw [densityError_eq hD hP, spillage, frobSq_eq_trace, hs, e, hD.2, hP.2, Matrix.trace_add,
    Matrix.trace_sub, Matrix.trace_sub, t, trace_sandwich hD.2, Complex.add_re, Complex.sub_re,
    Complex.sub_re]
  ring

/-- The error falls short of twice the spillage by the squared norm of `D - DPD`. -/
theorem two_spillage_sub_densityError {D P : Matrix m m ℂ} (hD : IsProjector D)
    (hP : IsProjector P) :
    2 * spillage D P - densityError D P = frobSq (D - D * P * D) := by
  have hr : D.trace.re = (D.rank : ℝ) := by rw [trace_eq_rank hD.2]; simp
  have hs : (D - D * P * D)ᴴ = D - D * P * D := by
    simp only [Matrix.conjTranspose_sub, Matrix.conjTranspose_mul, hD.1, hP.1, Matrix.mul_assoc]
  have e : (D - D * P * D) * (D - D * P * D)
      = D * D - D * D * P * D - D * P * (D * D) + D * P * (D * D) * P * D := by
    noncomm_ring
  have t : (D * P * D * P * D).trace = (D * P * D * P).trace := by
    simpa only [← Matrix.mul_assoc] using trace_sandwich hD.2 (P * D * P)
  rw [densityError_eq hD hP, spillage, frobSq_eq_trace, hs, e, hD.2, Matrix.trace_add,
    Matrix.trace_sub, Matrix.trace_sub, t, trace_sandwich hD.2, Complex.add_re, Complex.sub_re,
    Complex.sub_re, hr]
  ring

/-- The squared Frobenius error of the projected density equals `n - tr(DPDP)` and lies
between the total spillage and twice the total spillage. -/
theorem spillage_bounds_densityError {D P : Matrix m m ℂ} (hD : IsProjector D)
    (hP : IsProjector P) :
    densityError D P = (D.rank : ℝ) - (D * P * D * P).trace.re ∧
      spillage D P ≤ densityError D P ∧ densityError D P ≤ 2 * spillage D P := by
  have pos : ∀ A : Matrix m m ℂ, 0 ≤ frobSq A := fun A =>
    Finset.sum_nonneg fun i _ => Finset.sum_nonneg fun j _ => sq_nonneg ‖A i j‖
  have h1 := densityError_sub_spillage hD hP
  have h2 := two_spillage_sub_densityError hD hP
  have p1 := pos (P * D - D * P * D)
  have p2 := pos (D - D * P * D)
  exact ⟨densityError_eq hD hP, by linarith, by linarith⟩

/-- The error equals the spillage exactly when the two projectors commute. -/
theorem densityError_eq_spillage_iff {D P : Matrix m m ℂ} (hD : IsProjector D)
    (hP : IsProjector P) : densityError D P = spillage D P ↔ D * P = P * D := by
  rw [← sub_eq_zero, densityError_sub_spillage hD hP, frobSq_eq_zero, sub_eq_zero]
  constructor
  · intro h
    -- the adjoint of PD = DPD is DP = DPD
    have h' := congrArg Matrix.conjTranspose h
    simp only [Matrix.conjTranspose_mul, hD.1, hP.1] at h'
    exact h'.trans ((Matrix.mul_assoc D P D).symm.trans h.symm)
  · intro h
    rw [h, Matrix.mul_assoc, hD.2]

/-- The error equals twice the spillage exactly when the spillage is zero. -/
theorem densityError_eq_two_spillage_iff {D P : Matrix m m ℂ} (hD : IsProjector D)
    (hP : IsProjector P) : densityError D P = 2 * spillage D P ↔ spillage D P = 0 := by
  constructor
  · intro h
    have h2 := two_spillage_sub_densityError hD hP
    rw [h, sub_self] at h2
    have h3 : D = D * P * D := sub_eq_zero.1 ((frobSq_eq_zero _).1 h2.symm)
    have h4 : D.trace = (D * P).trace :=
      (congrArg Matrix.trace h3).trans (trace_sandwich hD.2 P)
    rw [spillage, ← h4, trace_eq_rank hD.2]
    simp
  · intro h
    obtain ⟨-, h1, h2⟩ := spillage_bounds_densityError hD hP
    linarith

/-- The projector on the first of two basis states. -/
def firstState : Matrix (Fin 2) (Fin 2) ℂ := !![1, 0; 0, 0]

/-- The matrix `|v⟩⟨v|` of a local orbital `v` with real components `c` and `s`. -/
def localOrbital (c s : ℝ) : Matrix (Fin 2) (Fin 2) ℂ :=
  !![(c : ℂ) ^ 2, (c : ℂ) * s; (c : ℂ) * s, (s : ℂ) ^ 2]

/-- For one occupied state and one normalised local orbital with components `c` and `s`, the
spillage is `s²` and the squared error is `s²(2 - s²)`. -/
theorem densityError_witness (c s : ℝ) (h : c ^ 2 + s ^ 2 = 1) :
    IsProjector firstState ∧ IsProjector (localOrbital c s) ∧
      spillage firstState (localOrbital c s) = s ^ 2 ∧
      densityError firstState (localOrbital c s) = s ^ 2 * (2 - s ^ 2) := by
  have hc : (c : ℂ) ^ 2 + (s : ℂ) ^ 2 = 1 := by exact_mod_cast h
  have hD : IsProjector firstState := by
    constructor <;> ext i j <;> fin_cases i <;> fin_cases j <;>
      simp [firstState, Matrix.mul_apply, Fin.sum_univ_succ]
  have hP : IsProjector (localOrbital c s) := by
    constructor
    · ext i j
      fin_cases i <;> fin_cases j <;> simp [localOrbital]
    · have e : localOrbital c s * localOrbital c s
          = ((c : ℂ) ^ 2 + (s : ℂ) ^ 2) • localOrbital c s := by
        ext i j
        fin_cases i <;> fin_cases j <;>
          simp [localOrbital, Matrix.mul_apply, Fin.sum_univ_succ] <;> ring
      rw [e, hc, one_smul]
  have hr : (firstState.rank : ℝ) = 1 := by
    have h1 := trace_eq_rank hD.2
    have h2 : firstState.trace = 1 := by simp [firstState, Matrix.trace_fin_two]
    rw [h2] at h1
    exact_mod_cast h1.symm
  have t1 : (firstState * localOrbital c s).trace = ((c ^ 2 : ℝ) : ℂ) := by
    simp [firstState, localOrbital, Matrix.trace_fin_two]
  have t2 : (firstState * localOrbital c s * firstState * localOrbital c s).trace
      = ((c ^ 2 * c ^ 2 : ℝ) : ℂ) := by
    simp [firstState, localOrbital, Matrix.trace_fin_two]
  have hc2 : c ^ 2 = 1 - s ^ 2 := by linarith
  refine ⟨hD, hP, ?_, ?_⟩
  · rw [spillage, hr, t1, Complex.ofReal_re, hc2]
    ring
  · rw [densityError_eq hD hP, hr, t2, Complex.ofReal_re, hc2]
    ring

end

end SpillageDensityError
```

```lean
#print axioms SpillageDensityError.spillage_bounds_densityError
#print axioms SpillageDensityError.densityError_eq_spillage_iff
#print axioms SpillageDensityError.densityError_eq_two_spillage_iff
```

```
'SpillageDensityError.spillage_bounds_densityError' depends on axioms: [propext, Classical.choice, Quot.sound]
'SpillageDensityError.densityError_eq_spillage_iff' depends on axioms: [propext, Classical.choice, Quot.sound]
'SpillageDensityError.densityError_eq_two_spillage_iff' depends on axioms: [propext, Classical.choice, Quot.sound]
```

## How the proof follows the algebra

**Norms and traces.** `frobSq_eq_trace` writes out the diagonal entries of $A^\dagger A$ and matches them with the squared moduli, after exchanging the two sums. `frobSq_eq_zero` shows that a vanishing sum of squares forces every entry to vanish; the equality cases rest on it.

`trace_eq_rank` takes a different route from the eigenvalue count above. It shows that $D$, as a linear map, is a projection onto its range, and then uses Mathlib's result that the trace of such a map is the dimension of the range. Only idempotency is needed. `trace_sandwich` is the cyclic step $\operatorname{tr}(DXD)=\operatorname{tr}(DX)$.

**The three identities.** `densityError_eq`, `densityError_sub_spillage` and `two_spillage_sub_densityError` share one pattern. The step `hs` computes the adjoint of the matrix whose norm is wanted. The step `e` multiplies out the product with `noncomm_ring`, which keeps the order of the factors and does not use idempotency. The rewrites then insert $D^2=D$ and, where needed, $P^2=P$, cyclicity identifies the remaining traces, and `ring` collects the real numbers.

**Bounds and equality.** With the identities available, `spillage_bounds_densityError` needs only that `frobSq` is non-negative, and `linarith` gives both inequalities. `densityError_eq_spillage_iff` turns $E-L=0$ into $PD=DPD$ and takes the adjoint, as in the derivation. `densityError_eq_two_spillage_iff` obtains $D=DPD$ and compares traces; its converse uses the two bounds.

**The example.** `densityError_witness` first checks that `firstState` and `localOrbital c s` are projectors. For the second, the square of the matrix is $c^2+s^2$ times the matrix itself, so normalisation gives idempotency. The rank of `firstState` comes from its trace, and the two remaining traces yield the stated values of $L$ and $E$. The theorem gives these values for each normalised pair $(c,s)$; the limit of their ratio is the short argument made with the example above.
